# With a Hubbard term, the length and momentum forms of an optical matrix element differ by the Hubbard commutator

An electron in a local potential absorbs light, and a code needs the dipole matrix element between two of its stationary states. It can evaluate the position operator directly, or evaluate the momentum operator, divide by the energy difference and multiply by a constant factor. For a purely local potential the two routes agree. If a Hubbard correction now acts on a localized orbital, the potential depends on the overlap of the state with that orbital and no longer commutes with position. What has to be added to the momentum matrix element to restore the agreement?

## The corrected relation between position and momentum

Take units with $\hbar$ and the electron mass equal to one. Let $x$ be one Cartesian component of position and $p$ the conjugate momentum, with $[x,p]=i$. Let $p$ be symmetric, and let $V$ be a symmetric operator with $[V,x]=0$: the local potential and, in three dimensions, also the kinetic energy of the other two components. An operator $A$ is symmetric when $\langle Au,w\rangle=\langle u,Aw\rangle$ for all $u,w$ in its domain. The localized orbitals are $\varphi_a$, with $a$ in a finite index set, and the coefficients of the Hubbard potential form a Hermitian matrix $v_{ab}$. The Hamiltonian is

$$H=\tfrac12 p^2+V+W,\qquad W=\sum_{a,b}v_{ab}\,|\varphi_a\rangle\langle\varphi_b| .$$

If $Hm=E_m m$ and $Hn=E_n n$ with real energies, then

$$(E_m-E_n)\langle m,xn\rangle=-i\langle m,pn\rangle+\sum_{a,b}v_{ab}\bigl(\langle m,\varphi_a\rangle\langle\varphi_b,xn\rangle-\langle m,x\varphi_a\rangle\langle\varphi_b,n\rangle\bigr).$$

For one orbital $\varphi$ and the Hubbard potential $U|\varphi\rangle\langle\varphi|$ with real $U$, the sum reduces to

$$U\bigl(\langle m,\varphi\rangle\langle\varphi,xn\rangle-\langle m,x\varphi\rangle\langle\varphi,n\rangle\bigr).$$

Here $U$ is the coefficient in the potential, not the interaction parameter of DFT+U. In the common simplified form of that method, a single normalised orbital with occupation $f$ in the given spin channel has the coefficient $(\tfrac12-f)$ times the effective interaction parameter. The inner product is linear in its second argument. Neither the states nor the orbitals need to be normalised. For states of other norms, the physical matrix element is obtained by dividing both sides by $\|m\|\,\|n\|$. The norm of $\varphi$, by contrast, enters the Hamiltonian itself: for $\varphi\neq0$, $|\varphi\rangle\langle\varphi|$ is a projector only when $\|\varphi\|=1$.

## Dipoles obtained from momentum matrix elements

An optics routine that computes only $\langle m,pn\rangle$ and divides by $E_m-E_n$ relies on this relation without the Hubbard sum. For the Hamiltonian above, the correct numerator is $-i\langle m,pn\rangle$ plus the matrix element of the Hubbard commutator $[W,x]$. In terms of the velocity operator $i[H,x]=p+i[W,x]$, the routine needs matrix elements of the velocity, not of $p$ alone. The division requires $E_m\neq E_n$; the relation itself also holds for degenerate states.

The correction needs only the overlaps $\langle\varphi_b,n\rangle$, which the Hubbard potential already uses, and the position-weighted overlaps $\langle\varphi_b,xn\rangle$. When $x$ is symmetric, the factor $\langle m,x\varphi_a\rangle$ is the complex conjugate of $\langle\varphi_a,xm\rangle$, so one table of weighted overlaps serves both terms.

The diagonal case concerns the mean momentum. For symmetric $x$ and a nonzero eigenvector $n$ of the one-orbital Hamiltonian, the mean canonical momentum is

$$\frac{\langle n,pn\rangle}{\langle n,n\rangle}=\frac{2U\,\operatorname{Im}\bigl(\langle n,\varphi\rangle\langle\varphi,xn\rangle\bigr)}{\langle n,n\rangle}.$$

A nonzero value is therefore not by itself a sign of an error. The mean velocity in the same state is zero, because the Hubbard contribution cancels the canonical momentum.

## From the commutator to the matrix element

First, $H$ is symmetric. The kinetic term and $V$ are symmetric because $p$ and $V$ are. For the Hubbard term,

$$\langle Wu,w\rangle=\sum_{a,b}\overline{v_{ab}}\,\langle u,\varphi_b\rangle\langle\varphi_a,w\rangle .$$

Exchanging the names of the two indices and using $\overline{v_{ba}}=v_{ab}$ turns this into $\langle u,Ww\rangle$.

Next comes the commutator with position. From $[p,x]=-i$,

$$[p^2,x]=p[p,x]+[p,x]p=-2ip .$$

Half of this is $-ip$, and $V$ contributes nothing, so

$$[H,x]=-ip+[W,x].$$

Now take the matrix element between $m$ and $n$. Symmetry lets $H$ act to the left on $m$, where it gives the real number $E_m$:

$$\langle m,[H,x]n\rangle=\langle Hm,xn\rangle-\langle m,xHn\rangle=(E_m-E_n)\langle m,xn\rangle .$$

The Hubbard commutator is expanded with $Wu=\sum_{a,b}v_{ab}\langle\varphi_b,u\rangle\varphi_a$:

$$\langle m,Wxn\rangle=\sum_{a,b}v_{ab}\langle m,\varphi_a\rangle\langle\varphi_b,xn\rangle,$$

$$\langle m,xWn\rangle=\sum_{a,b}v_{ab}\langle m,x\varphi_a\rangle\langle\varphi_b,n\rangle .$$

Their difference is the sum in the stated relation.

For the mean momentum, set $m=n$ in the one-orbital formula and write $z=\langle n,\varphi\rangle\langle\varphi,xn\rangle$. Since $x$ is symmetric, $\langle n,x\varphi\rangle\langle\varphi,n\rangle=\overline z$. The left side vanishes, which leaves

$$0=-i\langle n,pn\rangle+U(z-\overline z)=-i\langle n,pn\rangle+2iU\operatorname{Im}z,$$

and hence $\langle n,pn\rangle=2U\operatorname{Im}z$.

Finally, $|\varphi\rangle\langle\varphi|$ cannot commute with $x$ when $\varphi\neq0$. Suppose it did, and write $c=\langle\varphi,\varphi\rangle$. Applying the supposed equality to $p\varphi$ and taking the inner product with $\varphi$ gives

$$c\,\langle\varphi,xp\varphi\rangle=\langle\varphi,p\varphi\rangle\langle\varphi,x\varphi\rangle .$$

Applying it to $\varphi$ gives $\langle\varphi,x\varphi\rangle\varphi=c\,x\varphi$. Acting with $p$ and taking the inner product with $\varphi$ then gives

$$\langle\varphi,x\varphi\rangle\langle\varphi,p\varphi\rangle=c\,\langle\varphi,px\varphi\rangle .$$

Together these yield $c\,\langle\varphi,[x,p]\varphi\rangle=0$, that is, $ic^2=0$, which contradicts $c\neq0$. For one nonzero orbital and $U\neq0$ the correction is thus a nonzero operator, although its matrix element between a particular pair of states may vanish.

## The Lean file

```lean
import Mathlib

open scoped InnerProductSpace
open Complex

/-! Length and momentum forms of optical matrix elements with a Hubbard correction.
A concrete setting is the space of Schwartz functions on the line with the usual position and
momentum, `V = x ^ 2 / 2`, and a Hermite function as the localized orbital. -/

namespace HubbardOpticalMatrixElements

noncomputable section

variable {E : Type*} [NormedAddCommGroup E] [InnerProductSpace ℂ E]
variable {ι : Type*} [Fintype ι]

/-- The operator `|φ⟩⟨χ|`. -/
def ketBra (φ χ : E) : E →ₗ[ℂ] E where
  toFun u := ⟪χ, u⟫_ℂ • φ
  map_add' u w := by rw [inner_add_right, add_smul]
  map_smul' c u := by rw [inner_smul_right, mul_smul, RingHom.id_apply]

/-- The Hubbard potential `∑ v a b |φ a⟩⟨φ b|` on a finite set of localized orbitals. -/
def hubbard (v : Matrix ι ι ℂ) (φ : ι → E) : E →ₗ[ℂ] E :=
  ∑ a, ∑ b, v a b • ketBra (φ a) (φ b)

/-- The Hamiltonian `p² / 2 + V` plus the Hubbard potential. -/
def hamiltonian (p V : E →ₗ[ℂ] E) (v : Matrix ι ι ℂ) (φ : ι → E) : E →ₗ[ℂ] E :=
  (1 / 2 : ℂ) • (p ∘ₗ p) + V + hubbard v φ

/-- The Hubbard potential acts on a state through its overlaps with the orbitals. -/
theorem hubbard_apply (v : Matrix ι ι ℂ) (φ : ι → E) (u : E) :
    hubbard v φ u = ∑ a, ∑ b, (v a b * ⟪φ b, u⟫_ℂ) • φ a := by
  simp only [hubbard, LinearMap.sum_apply, LinearMap.smul_apply, mul_smul]
  rfl

/-- The Hamiltonian is symmetric when `p` and `V` are symmetric and the matrix of Hubbard
parameters is Hermitian. -/
theorem hamiltonian_symmetric {p V : E →ₗ[ℂ] E} {v : Matrix ι ι ℂ} (φ : ι → E)
    (hp : p.IsSymmetric) (hV : V.IsSymmetric) (hv : v.IsHermitian) :
    (hamiltonian p V v φ).IsSymmetric := by
  intro u w
  -- the Hubbard part: exchange the two orbital sums and use hermiticity of `v`
  have hW : ⟪hubbard v φ u, w⟫_ℂ = ⟪u, hubbard v φ w⟫_ℂ := by
    simp only [hubbard_apply, sum_inner, inner_sum, inner_smul_left, inner_smul_right,
      map_mul, inner_conj_symm]
    rw [Finset.sum_comm]
    refine Finset.sum_congr rfl fun a _ => Finset.sum_congr rfl fun b _ => ?_
    have h : starRingEnd ℂ (v b a) = v a b := hv.apply a b
    rw [h]
    ring
  have hpp : ⟪p (p u), w⟫_ℂ = ⟪u, p (p w)⟫_ℂ := (hp (p u) w).trans (hp u (p w))
  have hhalf : starRingEnd ℂ (1 / 2 : ℂ) = 1 / 2 :=
    Complex.conj_eq_iff_real.mpr ⟨1 / 2, by norm_num⟩
  change ⟪(1 / 2 : ℂ) • p (p u) + V u + hubbard v φ u, w⟫_ℂ =
    ⟪u, (1 / 2 : ℂ) • p (p w) + V w + hubbard v φ w⟫_ℂ
  rw [inner_add_left, inner_add_left, inner_add_right, inner_add_right, inner_smul_left,
    inner_smul_right, hhalf, hpp, hV u w, hW]

/-- The commutator of the Hamiltonian with position is `-i p` plus the commutator of the Hubbard
potential with position. -/
theorem hamiltonian_position_commutator {x p V : E →ₗ[ℂ] E} (v : Matrix ι ι ℂ) (φ : ι → E)
    (hxp : ∀ u, x (p u) - p (x u) = I • u) (hVx : ∀ u, V (x u) = x (V u)) (u : E) :
    hamiltonian p V v φ (x u) - x (hamiltonian p V v φ u) =
      (-I) • p u + (hubbard v φ (x u) - x (hubbard v φ u)) := by
  -- `[p², x] = -2 i p` from two uses of the canonical commutator
  have h1 := hxp (p u)
  have h2 := congrArg p (hxp u)
  rw [map_sub, map_smul] at h2
  have k : p (p (x u)) - x (p (p u)) = (-(2 * I)) • p u := by
    linear_combination (norm := module) -h1 - h2
  change ((1 / 2 : ℂ) • p (p (x u)) + V (x u) + hubbard v φ (x u)) -
    x ((1 / 2 : ℂ) • p (p u) + V u + hubbard v φ u) = _
  rw [map_add, map_add, map_smul, hVx u]
  linear_combination (norm := module) (1 / 2 : ℂ) • k

/-- Between eigenvectors of the Hamiltonian, the length and momentum forms of the optical matrix
element differ by the matrix element of the Hubbard commutator. -/
theorem length_momentum_hubbard {x p V : E →ₗ[ℂ] E} {v : Matrix ι ι ℂ} (φ : ι → E)
    (hp : p.IsSymmetric) (hV : V.IsSymmetric) (hv : v.IsHermitian)
    (hxp : ∀ u, x (p u) - p (x u) = I • u) (hVx : ∀ u, V (x u) = x (V u))
    {m n : E} {Em En : ℝ} (hm : hamiltonian p V v φ m = (Em : ℂ) • m)
    (hn : hamiltonian p V v φ n = (En : ℂ) • n) :
    ((Em : ℂ) - En) * ⟪m, x n⟫_ℂ = -I * ⟪m, p n⟫_ℂ +
      ∑ a, ∑ b, v a b *
        (⟪m, φ a⟫_ℂ * ⟪φ b, x n⟫_ℂ - ⟪m, x (φ a)⟫_ℂ * ⟪φ b, n⟫_ℂ) := by
  -- let the Hamiltonian act to the left on `m` and to the right on `n`
  have h1 : ⟪m, hamiltonian p V v φ (x n)⟫_ℂ = Em * ⟪m, x n⟫_ℂ := by
    rw [← hamiltonian_symmetric φ hp hV hv m (x n), hm, inner_smul_left, Complex.conj_ofReal]
  have h2 : ⟪m, x (hamiltonian p V v φ n)⟫_ℂ = En * ⟪m, x n⟫_ℂ := by
    rw [hn, map_smul, inner_smul_right]
  have h3 := congrArg (fun w => ⟪m, w⟫_ℂ) (hamiltonian_position_commutator v φ hxp hVx n)
  simp only [inner_sub_right, inner_add_right, inner_smul_right, h1, h2] at h3
  -- expand the Hubbard commutator in orbitals
  have h4 : ⟪m, hubbard v φ (x n)⟫_ℂ - ⟪m, x (hubbard v φ n)⟫_ℂ =
      ∑ a, ∑ b, v a b *
        (⟪m, φ a⟫_ℂ * ⟪φ b, x n⟫_ℂ - ⟪m, x (φ a)⟫_ℂ * ⟪φ b, n⟫_ℂ) := by
    simp only [hubbard_apply, map_sum, map_smul, inner_sum, inner_smul_right,
      ← Finset.sum_sub_distrib]
    refine Finset.sum_congr rfl fun a _ => Finset.sum_congr rfl fun b _ => ?_
    ring
  linear_combination h3 + h4

/-- For one localized orbital `φ` with real strength `U`, the length and momentum forms differ by
`U (⟨m, φ⟩⟨φ, x n⟩ - ⟨m, x φ⟩⟨φ, n⟩)`. -/
theorem length_momentum_single_orbital {x p V : E →ₗ[ℂ] E} (φ : E) (U : ℝ)
    (hp : p.IsSymmetric) (hV : V.IsSymmetric)
    (hxp : ∀ u, x (p u) - p (x u) = I • u) (hVx : ∀ u, V (x u) = x (V u))
    {m n : E} {Em En : ℝ}
    (hm : (1 / 2 : ℂ) • p (p m) + V m + ((U : ℂ) * ⟪φ, m⟫_ℂ) • φ = (Em : ℂ) • m)
    (hn : (1 / 2 : ℂ) • p (p n) + V n + ((U : ℂ) * ⟪φ, n⟫_ℂ) • φ = (En : ℂ) • n) :
    ((Em : ℂ) - En) * ⟪m, x n⟫_ℂ = -I * ⟪m, p n⟫_ℂ +
      U * (⟪m, φ⟫_ℂ * ⟪φ, x n⟫_ℂ - ⟪m, x φ⟫_ℂ * ⟪φ, n⟫_ℂ) := by
  let v : Matrix Unit Unit ℂ := Matrix.of fun _ _ => (U : ℂ)
  have hv : v.IsHermitian := by
    ext i j
    exact Complex.conj_ofReal U
  have hH : ∀ u, hamiltonian p V v (fun _ => φ) u =
      (1 / 2 : ℂ) • p (p u) + V u + ((U : ℂ) * ⟪φ, u⟫_ℂ) • φ := by
    intro u
    change (1 / 2 : ℂ) • p (p u) + V u + hubbard v (fun _ => φ) u = _
    rw [hubbard_apply]
    simp only [Finset.univ_unique, Finset.sum_singleton, v, Matrix.of_apply]
  have h := length_momentum_hubbard (fun _ : Unit => φ) hp hV hv hxp hVx
    ((hH m).trans hm) ((hH n).trans hn)
  simp only [Finset.univ_unique, Finset.sum_singleton, v, Matrix.of_apply] at h
  exact h

/-- In an eigenvector `n` of the one-orbital Hamiltonian, the matrix element `⟨n, p n⟩` equals
`2 U Im (⟨n, φ⟩⟨φ, x n⟩)`. -/
theorem stationary_momentum {x p V : E →ₗ[ℂ] E} (φ : E) (U : ℝ)
    (hx : x.IsSymmetric) (hp : p.IsSymmetric) (hV : V.IsSymmetric)
    (hxp : ∀ u, x (p u) - p (x u) = I • u) (hVx : ∀ u, V (x u) = x (V u))
    {n : E} {En : ℝ}
    (hn : (1 / 2 : ℂ) • p (p n) + V n + ((U : ℂ) * ⟪φ, n⟫_ℂ) • φ = (En : ℂ) • n) :
    ⟪n, p n⟫_ℂ = 2 * U * ((⟪n, φ⟫_ℂ * ⟪φ, x n⟫_ℂ).im : ℂ) := by
  have h := length_momentum_single_orbital φ U hp hV hxp hVx hn hn
  -- the two Hubbard terms are complex conjugates of each other
  have hz := Complex.sub_conj (⟪n, φ⟫_ℂ * ⟪φ, x n⟫_ℂ)
  rw [map_mul, inner_conj_symm, inner_conj_symm, hx n φ, Complex.ofReal_mul,
    Complex.ofReal_ofNat] at hz
  linear_combination (-I) * h - I * U * hz +
    (⟪n, p n⟫_ℂ - 2 * U * ((⟪n, φ⟫_ℂ * ⟪φ, x n⟫_ℂ).im : ℂ)) * Complex.I_sq

/-- If `x` and `p` obey the canonical commutation relation, then `|φ⟩⟨φ|` does not commute with
`x` for any nonzero orbital `φ`. -/
theorem projector_not_commute_position {x p : E →ₗ[ℂ] E}
    (hxp : ∀ u, x (p u) - p (x u) = I • u) {φ : E} (hφ : φ ≠ 0) :
    ∃ u, ketBra φ φ (x u) ≠ x (ketBra φ φ u) := by
  by_contra hne
  have h : ∀ u, ⟪φ, x u⟫_ℂ • φ = x (⟪φ, u⟫_ℂ • φ) :=
    fun u => by_contra fun hu => hne ⟨u, hu⟩
  -- test the supposed commutation on `p φ` and on `φ`
  have h1 := congrArg (fun w => ⟪φ, w⟫_ℂ) (h (p φ))
  have h2 := congrArg (fun w => ⟪φ, p w⟫_ℂ) (h φ)
  have h3 := congrArg (fun w => ⟪φ, w⟫_ℂ) (hxp φ)
  simp only [map_smul, inner_smul_right, inner_sub_right] at h1 h2 h3
  have hc : ⟪φ, φ⟫_ℂ ≠ 0 := inner_self_ne_zero.mpr hφ
  have h0 : I * ⟪φ, φ⟫_ℂ * ⟪φ, φ⟫_ℂ = 0 := by
    linear_combination h1 + h2 - ⟪φ, φ⟫_ℂ * h3
  exact mul_ne_zero (mul_ne_zero Complex.I_ne_zero hc) hc h0

end

end HubbardOpticalMatrixElements
```

```lean
#print axioms HubbardOpticalMatrixElements.length_momentum_hubbard
#print axioms HubbardOpticalMatrixElements.stationary_momentum
#print axioms HubbardOpticalMatrixElements.projector_not_commute_position
```

```
'HubbardOpticalMatrixElements.length_momentum_hubbard' depends on axioms: [propext, Classical.choice, Quot.sound]
'HubbardOpticalMatrixElements.stationary_momentum' depends on axioms: [propext, Classical.choice, Quot.sound]
'HubbardOpticalMatrixElements.projector_not_commute_position' depends on axioms: [propext, Classical.choice, Quot.sound]
```

## How the Lean statements represent the physics

The state space `E` is a complex inner-product space, not required to be complete. The operators `x`, `p` and `V` have type `E →ₗ[ℂ] E`: they are linear maps defined on all of `E` and returning vectors in `E`. For unbounded operators, `E` therefore plays the part of a common domain that all of them preserve, and the eigenvectors and orbitals must lie in it. Schwartz functions on the line, with the usual position and momentum and a harmonic potential, are a suitable setting. The Coulomb potential of a point nucleus is not covered directly: the hydrogen ground state has a cusp, and applying $p$ to it three times gives a function that is not square-integrable.

The hypothesis `hxp` is the canonical commutation relation applied to each vector, and it fixes the sign convention. The hypothesis `hVx` says that `V` commutes with position, as any local potential does. Nothing else about locality is required, so in three dimensions the kinetic energy of the other two Cartesian components can be absorbed into `V`.

`hubbard v φ` is the operator $W$, and `v.IsHermitian` is the condition on its parameters. The index type `ι` is finite and may be empty, in which case the relation without a correction is recovered. The orbitals may overlap or be linearly dependent. The hypotheses `hm` and `hn` are the eigenvalue equations with real energies; they do not exclude the zero vector, for which the identities are trivial.

`length_momentum_hubbard` is the general relation. `length_momentum_single_orbital` has the one-orbital Hamiltonian written out in its hypotheses. Neither assumes that `x` is symmetric; that assumption, `hx`, appears only in `stationary_momentum`. `projector_not_commute_position` needs no symmetry at all and states that some vector `u` exists on which the two orders of operation differ.

## How the proof follows the derivation

`hubbard_apply` writes the action of $W$ through orbital overlaps. In `hamiltonian_symmetric`, `Finset.sum_comm` exchanges the two orbital sums, after which Hermiticity of `v` matches the terms.

In `hamiltonian_position_commutator`, the canonical relation is used twice: once at the vector `p u`, and once at `u` with `p` applied to both sides. These are the two terms of $p[p,x]+[p,x]p$. The tactic `linear_combination (norm := module)` adds the resulting vector equations with the stated coefficients.

`length_momentum_hubbard` then follows the matrix-element calculation. Its steps `h1` and `h2` let the Hamiltonian act on the left and right states, `h3` takes the inner product of the commutator identity with `m`, and `h4` expands the Hubbard part. The one-orbital theorem uses the one-element index type `Unit`, so each sum has a single term.

`stationary_momentum` sets both states equal and uses `Complex.sub_conj` for $z-\overline z=2i\operatorname{Im}z$. The last theorem argues by contradiction, with `h1`, `h2` and `h3` as the three scalar equations of the derivation.

## Finite bases, periodic cells and overlap operators

The theorems concern exact operators. The canonical commutation relation has no realisation by matrices on a nonzero finite-dimensional space, since the trace of a commutator is zero while the trace of $i$ times the identity is not. A numerical comparison of the two forms in a finite basis can therefore contain a basis error as well as any coding error. In a convergent calculation the basis error tends to zero with refinement, whereas an omitted Hubbard commutator leaves a discrepancy wherever its matrix element is nonzero.

In a periodic crystal, multiplication by $x$ does not preserve the space of Bloch functions with a given wave vector. The identity cannot be applied there by simply inserting such functions; a formulation with a well-defined velocity operator is needed.

The eigenvalue problem is the ordinary one, $Hn=E_n n$. Ultrasoft and PAW calculations that solve a generalised problem with an overlap operator are not covered, and their augmentation terms need separate treatment. A separable norm-conserving pseudopotential is nonlocal too; its projectors can be counted among the $\varphi_a$, and its commutator then belongs to the sum. With a magnetic vector potential, $p$ has to be read as the kinetic momentum along $x$, which obeys the same commutation relation with $x$.

The potential $V$ and the Hubbard matrix are fixed inputs. They may be taken from a converged self-consistent calculation, but their change under the optical field is absent, and local-field and excitonic effects are not included. The result governs single-particle matrix elements and does not by itself give an absorption spectrum.
